# A correctly started Car–Parrinello orbital in a harmonic well stays within (μ/k)(2A + Bt) of its moving ground state

In Car–Parrinello dynamics the orbitals are not re-minimised at every nuclear step. They carry a fictitious mass μ and chase the moving ground state, so the forces on the nuclei are evaluated with orbitals that are slightly wrong. A bound on the deviation shows which μ keeps the error acceptable. For a light orbital and a smooth ground-state path, a direct estimate is too pessimistic: if the orbital starts on the ground state with the ground state's velocity, and the ground-state acceleration has size at most A, integrating the oscillator response with absolute values gives √(μ/k) A t, and quartering the mass only halves that bound.

If the ground-state acceleration changes little during one oscillation of the orbital, the contributions of successive half-periods to the response nearly cancel. For a harmonic restoring force of stiffness k, a prescribed ground-state path g with ‖g''‖ ≤ A and ‖g'''‖ ≤ B, and an orbital x that starts on the ground state with the ground state's velocity, the error has a bound linear in μ:

‖x(t) − g(t)‖ ≤ (μ/k)(2A + Bt) for t ≥ 0.

## A ground state that moves and an orbital that chases it

The orbital coefficients form one vector in a real normed space E, of any dimension.

In Lean 4 with Mathlib:

```lean
import Mathlib

open Set

namespace CarParrinelloAdiabaticError

noncomputable section

variable {E : Type*} [NormedAddCommGroup E] [NormedSpace ℝ E]
```

The nuclei enter only through the path g(t) that they impose on the electronic ground state. Its successive derivatives are

g' = g₁, g'' = g₂, g''' = g₃ for t ≥ 0.

```lean
/-- The moving ground state `g` has velocity `g₁`, acceleration `g₂` and third derivative `g₃`
at all times `t ≥ 0` (one-sided at `t = 0`). -/
structure GroundStatePath (g g₁ g₂ g₃ : ℝ → E) : Prop where
  first : ∀ t, 0 ≤ t → HasDerivWithinAt g (g₁ t) (Ici 0) t
  second : ∀ t, 0 ≤ t → HasDerivWithinAt g₁ (g₂ t) (Ici 0) t
  third : ∀ t, 0 ≤ t → HasDerivWithinAt g₂ (g₃ t) (Ici 0) t
```

`HasDerivWithinAt … (Ici 0) t` is a derivative taken within t ≥ 0: one-sided at the start and ordinary afterwards. Every C³ path qualifies, and continuity of g''' is not required.

The orbital has velocity v and acceleration a, and obeys

μ a = −k (x − g).

```lean
/-- The orbital `x`, with velocity `v` and acceleration `a`, obeys the fictitious Newton equation
`μ x'' = -k (x - g)` at all times `t ≥ 0`. -/
structure FictitiousDynamics (k μ : ℝ) (g x v a : ℝ → E) : Prop where
  velocity : ∀ t, 0 ≤ t → HasDerivWithinAt x (v t) (Ici 0) t
  acceleration : ∀ t, 0 ≤ t → HasDerivWithinAt v (a t) (Ici 0) t
  newton : ∀ t, 0 ≤ t → μ • a t = -(k • (x t - g t))
```

The constant k stands for the curvature of the electronic energy around its minimum. A single number k means that all components are equally stiff, whereas a real system has a range of stiffnesses. The model also omits orthonormality constraints and the reaction of the orbitals on the nuclei. The bounds A and B, which appear as hypotheses below, express how smoothly the nuclear motion carries the ground state along.

## Removing the lag and the fast oscillation

The orbital oscillates at the frequency

ω = √(k/μ).

```lean
/-- The fictitious orbital frequency `ω = √(k/μ)`, for `k, μ > 0`. -/
def freq (k μ : ℝ) : ℝ := Real.sqrt (k / μ)
```

Write d = x − g for the deviation and w = v − g₁ for the velocity mismatch. Newton's equation becomes

d' = w, w' = −ω² d − g''.

If g'' were constant, d would oscillate about −g''/ω² = −(μ/k) g'', a steady lag. Measuring from there gives the corrected deviation

y = d + (μ/k) g''.

To follow the oscillation, combine y and w with a phase φ, at time s:

Q(s) = cos(φ − ωs) y(s) + sin(φ − ωs) w(s)/ω.

```lean
/-- The deviation from the ground state, corrected by the lag `(μ/k) g''` and viewed in a frame
rotating at the orbital frequency with phase `φ`, for `k, μ > 0`. -/
def quadrature (k μ : ℝ) (g g₁ g₂ x v : ℝ → E) (φ s : ℝ) : E :=
  Real.cos (φ - freq k μ * s) • (x s - g s + (μ / k) • g₂ s) +
    (Real.sin (φ - freq k μ * s) / freq k μ) • (v s - g₁ s)
```

The two forms of the lag coefficient agree because

ω > 0 and μ/k = 1/ω².

```lean
/-- For `k, μ > 0` the orbital frequency is positive and `μ/k = 1/ω²`. -/
theorem freq_spec {k μ : ℝ} (hk : 0 < k) (hμ : 0 < μ) :
    0 < freq k μ ∧ μ / k = 1 / freq k μ ^ 2 := by
  refine ⟨Real.sqrt_pos.2 (div_pos hk hμ), ?_⟩
  rw [freq, Real.sq_sqrt (div_pos hk hμ).le, one_div_div]
```

Now differentiate. From the definitions,

y' = w + (μ/k) g''', w' = −ω² y.

With θ = φ − ωs, so that θ' = −ω,

Q' = ω sin θ y + cos θ (w + (μ/k) g''') − cos θ w − ω sin θ y
= (μ/k) cos θ g'''.

Both y and w have cancelled. What remains is the third derivative of the ground-state path, multiplied by μ/k and a cosine.

```lean
variable {k μ A B : ℝ} {g g₁ g₂ g₃ x v a : ℝ → E}

/-- For `k, μ > 0` and an orbital obeying the fictitious dynamics, `quadrature` has derivative
`(μ/k) cos(φ - ωs) g'''(s)` at each time `s ≥ 0` (one-sided at `s = 0`). -/
theorem quadrature_deriv (hk : 0 < k) (hμ : 0 < μ) (hg : GroundStatePath g g₁ g₂ g₃)
    (hx : FictitiousDynamics k μ g x v a) (φ : ℝ) {s : ℝ} (hs : 0 ≤ s) :
    HasDerivWithinAt (quadrature k μ g g₁ g₂ x v φ)
      ((μ / k * Real.cos (φ - freq k μ * s)) • g₃ s) (Ici 0) s := by
  obtain ⟨hω, hmk⟩ := freq_spec hk hμ
  have hω0 : freq k μ ≠ 0 := hω.ne'
  have hsq : freq k μ ^ 2 = k / μ := Real.sq_sqrt (div_pos hk hμ).le
  -- Newton's equation solved for the acceleration
  have ha : a s = -(freq k μ ^ 2 • (x s - g s)) := by
    calc a s = μ⁻¹ • (μ • a s) := by rw [inv_smul_smul₀ hμ.ne']
      _ = -(freq k μ ^ 2 • (x s - g s)) := by
        rw [hx.newton s hs, hsq, smul_neg, smul_smul, inv_mul_eq_div]
  have hθ : HasDerivAt (fun r : ℝ => φ - freq k μ * r) (-freq k μ) s := by
    simpa using ((hasDerivAt_id' s).const_mul (freq k μ)).const_sub φ
  have hy : HasDerivWithinAt (fun r => x r - g r + (μ / k) • g₂ r)
      (v s - g₁ s + (μ / k) • g₃ s) (Ici 0) s :=
    ((hx.velocity s hs).sub (hg.first s hs)).add ((hg.third s hs).const_smul (μ / k))
  have hw : HasDerivWithinAt (fun r => v r - g₁ r) (a s - g₂ s) (Ici 0) s :=
    (hx.acceleration s hs).sub (hg.second s hs)
  refine ((hθ.cos.hasDerivWithinAt.smul hy).add
    ((hθ.sin.div_const (freq k μ)).hasDerivWithinAt.smul hw)).congr_deriv ?_
  rw [ha, hmk]
  match_scalars <;> field_simp <;> ring
```

In the proof, `ha` solves Newton's equation for the acceleration, while `hy` and `hw` are the derivatives of y and w. The product rule assembles them, and `match_scalars` compares the coefficient of each vector, which is the cancellation above.

## One bound for every phase

Since |cos θ| ≤ 1, the rate of change of Q has norm at most (μ/k)B. The mean value inequality gives

‖Q(t)‖ ≤ ‖Q(0)‖ + (μ/k) B t.

At the start, the triangle inequality gives

‖Q(0)‖ ≤ ‖d(0)‖ + (μ/k)A + ‖w(0)‖/ω.

Together,

‖Q(t)‖ ≤ ‖d(0)‖ + ‖w(0)‖/ω + (μ/k)(A + Bt).

```lean
/-- For `k, μ > 0`, `‖g''‖ ≤ A`, `‖g'''‖ ≤ B` and an orbital obeying the fictitious dynamics, the
norm of `quadrature` at `t ≥ 0` is at most the initial displacement, plus the initial velocity
mismatch over `ω`, plus `(μ/k)(A + Bt)`, whatever the phase. -/
theorem quadrature_bound (hk : 0 < k) (hμ : 0 < μ) (hg : GroundStatePath g g₁ g₂ g₃)
    (hx : FictitiousDynamics k μ g x v a) (hA : ∀ t, 0 ≤ t → ‖g₂ t‖ ≤ A)
    (hB : ∀ t, 0 ≤ t → ‖g₃ t‖ ≤ B) (φ : ℝ) {t : ℝ} (ht : 0 ≤ t) :
    ‖quadrature k μ g g₁ g₂ x v φ t‖ ≤
      ‖x 0 - g 0‖ + ‖v 0 - g₁ 0‖ / freq k μ + μ / k * (A + B * t) := by
  have hω := (freq_spec hk hμ).1
  have hmk : 0 < μ / k := div_pos hμ hk
  -- growth since the start, by the mean value inequality
  have hgrow := norm_image_sub_le_of_norm_deriv_le_segment' (C := μ / k * B)
    (fun s hs => (quadrature_deriv hk hμ hg hx φ hs.1).mono
      (Icc_subset_Ici_self : Icc 0 t ⊆ Ici 0))
    (fun s hs => by
      rw [norm_smul, Real.norm_eq_abs, abs_mul, abs_of_pos hmk]
      calc μ / k * |Real.cos (φ - freq k μ * s)| * ‖g₃ s‖ ≤ μ / k * 1 * B := by
            gcongr
            · exact Real.abs_cos_le_one _
            · exact hB s hs.1
        _ = μ / k * B := by ring) t ⟨ht, le_rfl⟩
  -- value at the start
  have hy : ‖x 0 - g 0 + (μ / k) • g₂ 0‖ ≤ ‖x 0 - g 0‖ + μ / k * A := by
    refine (norm_add_le _ _).trans ?_
    rw [norm_smul, Real.norm_eq_abs, abs_of_pos hmk]
    gcongr
    exact hA 0 le_rfl
  have hstart : ‖quadrature k μ g g₁ g₂ x v φ 0‖ ≤
      1 * (‖x 0 - g 0‖ + μ / k * A) + 1 / freq k μ * ‖v 0 - g₁ 0‖ := by
    refine (norm_add_le _ _).trans ?_
    rw [norm_smul, norm_smul, Real.norm_eq_abs, Real.norm_eq_abs, abs_div, abs_of_pos hω]
    gcongr
    · exact Real.abs_cos_le_one _
    · exact Real.abs_sin_le_one _
  have htri := norm_le_norm_add_norm_sub' (quadrature k μ g g₁ g₂ x v φ t)
    (quadrature k μ g g₁ g₂ x v φ 0)
  have hdiv : 1 / freq k μ * ‖v 0 - g₁ 0‖ = ‖v 0 - g₁ 0‖ / freq k μ := by ring
  linarith
```

Here `hgrow` is the first estimate, `hstart` the second, and `linarith` adds them. The phase φ is still free, and two choices of it give the position error and the velocity error at time t.

## Position error from the phase φ = ωt

With φ = ωt the angle vanishes at time t, so Q(t) = y(t). Returning from y to d costs the lag once more:

‖d(t)‖ ≤ ‖y(t)‖ + (μ/k)‖g''(t)‖ ≤ ‖d(0)‖ + ‖w(0)‖/ω + (μ/k)(2A + Bt).

One A comes from the lag at the start and the other from the lag at time t.

```lean
/-- For any start of the fictitious dynamics, with `k, μ > 0`, `‖g''‖ ≤ A` and `‖g'''‖ ≤ B`, the
distance to the ground state at `t ≥ 0` is at most the initial displacement, plus the initial
velocity mismatch over `ω`, plus `(μ/k)(2A + Bt)`. -/
theorem error_any_start (hk : 0 < k) (hμ : 0 < μ) (hg : GroundStatePath g g₁ g₂ g₃)
    (hx : FictitiousDynamics k μ g x v a) (hA : ∀ t, 0 ≤ t → ‖g₂ t‖ ≤ A)
    (hB : ∀ t, 0 ≤ t → ‖g₃ t‖ ≤ B) {t : ℝ} (ht : 0 ≤ t) :
    ‖x t - g t‖ ≤
      ‖x 0 - g 0‖ + ‖v 0 - g₁ 0‖ / freq k μ + μ / k * (2 * A + B * t) := by
  have hmk : 0 < μ / k := div_pos hμ hk
  -- the phase `ωt` picks out the corrected displacement at time `t`
  have h := quadrature_bound hk hμ hg hx hA hB (freq k μ * t) ht
  simp only [quadrature, sub_self, Real.cos_zero, Real.sin_zero, zero_div, one_smul, zero_smul,
    add_zero] at h
  have htri := norm_sub_le (x t - g t + (μ / k) • g₂ t) ((μ / k) • g₂ t)
  rw [add_sub_cancel_right, norm_smul, Real.norm_eq_abs, abs_of_pos hmk] at htri
  have hlag := mul_le_mul_of_nonneg_left (hA t ht) hmk.le
  linarith
```

An initial displacement enters at full size, whatever the mass. An initial velocity mismatch enters as √(μ/k)‖w(0)‖. This matters for orbitals that are minimised and then released at rest while the ground state is already moving: for g = ut, substitution gives x − g = −(u/ω) sin ωt, whose amplitude scales as √μ rather than μ.

For a correct start, d(0) = 0 and w(0) = 0, and therefore

‖x(t) − g(t)‖ ≤ (μ/k)(2A + Bt).

```lean
/-- Adiabatic error bound linear in the fictitious mass: if `k, μ > 0`, `‖g''‖ ≤ A`, `‖g'''‖ ≤ B`
and the orbital starts on the ground state with its velocity, then `‖x(t) - g(t)‖ ≤ (μ/k)(2A + Bt)`
for `t ≥ 0`. -/
theorem adiabatic_error (hk : 0 < k) (hμ : 0 < μ) (hg : GroundStatePath g g₁ g₂ g₃)
    (hx : FictitiousDynamics k μ g x v a) (hA : ∀ t, 0 ≤ t → ‖g₂ t‖ ≤ A)
    (hB : ∀ t, 0 ≤ t → ‖g₃ t‖ ≤ B) (hx0 : x 0 = g 0) (hv0 : v 0 = g₁ 0)
    {t : ℝ} (ht : 0 ≤ t) : ‖x t - g t‖ ≤ μ / k * (2 * A + B * t) := by
  have h := error_any_start hk hμ hg hx hA hB ht
  rw [hx0, hv0] at h
  simpa only [sub_self, norm_zero, zero_div, zero_add] using h
```

The hypotheses `hx0` and `hv0` are the two conditions on the start. Substituting them removes the first two terms of the general bound.

## Velocity error from a quarter period more

With φ = ωt + π/2 the angle at time t is π/2, so Q(t) = w(t)/ω. For a correct start,

‖w(t)‖ ≤ ω (μ/k)(A + Bt) = √(μ/k)(A + Bt).

```lean
/-- If `k, μ > 0`, `‖g''‖ ≤ A`, `‖g'''‖ ≤ B` and the orbital starts on the ground state with its
velocity, then the orbital velocity differs from the ground-state velocity by at most
`√(μ/k) (A + Bt)` for `t ≥ 0`. -/
theorem velocity_error (hk : 0 < k) (hμ : 0 < μ) (hg : GroundStatePath g g₁ g₂ g₃)
    (hx : FictitiousDynamics k μ g x v a) (hA : ∀ t, 0 ≤ t → ‖g₂ t‖ ≤ A)
    (hB : ∀ t, 0 ≤ t → ‖g₃ t‖ ≤ B) (hx0 : x 0 = g 0) (hv0 : v 0 = g₁ 0)
    {t : ℝ} (ht : 0 ≤ t) : ‖v t - g₁ t‖ ≤ Real.sqrt (μ / k) * (A + B * t) := by
  obtain ⟨hω, hmk⟩ := freq_spec hk hμ
  -- a quarter period later in phase, the velocity mismatch is picked out
  have h := quadrature_bound hk hμ hg hx hA hB (freq k μ * t + Real.pi / 2) ht
  rw [hx0, hv0] at h
  simp only [quadrature, add_sub_cancel_left, Real.cos_pi_div_two, Real.sin_pi_div_two,
    zero_smul, zero_add, sub_self, norm_zero, zero_div] at h
  rw [norm_smul, Real.norm_eq_abs, abs_of_pos (one_div_pos.2 hω)] at h
  have hroot : Real.sqrt (μ / k) = 1 / freq k μ := by
    rw [hmk, Real.sqrt_div zero_le_one, Real.sqrt_one, Real.sqrt_sq hω.le]
  rw [hroot]
  calc ‖v t - g₁ t‖ = freq k μ * (1 / freq k μ * ‖v t - g₁ t‖) := by field_simp
    _ ≤ freq k μ * (μ / k * (A + B * t)) := mul_le_mul_of_nonneg_left h hω.le
    _ = 1 / freq k μ * (A + B * t) := by rw [hmk]; field_simp
```

The velocity bound shrinks only as √μ, because a small oscillation at a high frequency still has an appreciable velocity. The proof multiplies the phase bound by ω and uses `hroot`, which identifies √(μ/k) with 1/ω.

## Choosing the fictitious mass

For a tolerance ε up to time T, the bound is largest at t = T, so it suffices that

μ (2A + BT) ≤ k ε.

```lean
/-- Choice of the fictitious mass: if `k, μ > 0`, `‖g''‖ ≤ A`, `‖g'''‖ ≤ B` and the orbital starts
on the ground state with its velocity, then `μ (2A + BT) ≤ k ε` keeps the orbital within `ε` of the
ground state for `0 ≤ t ≤ T`. -/
theorem mass_for_tolerance (hk : 0 < k) (hμ : 0 < μ) (hg : GroundStatePath g g₁ g₂ g₃)
    (hx : FictitiousDynamics k μ g x v a) (hA : ∀ t, 0 ≤ t → ‖g₂ t‖ ≤ A)
    (hB : ∀ t, 0 ≤ t → ‖g₃ t‖ ≤ B) (hx0 : x 0 = g 0) (hv0 : v 0 = g₁ 0)
    {T ε : ℝ} (hε : μ * (2 * A + B * T) ≤ k * ε) {t : ℝ} (ht : 0 ≤ t) (htT : t ≤ T) :
    ‖x t - g t‖ ≤ ε := by
  have hB0 : 0 ≤ B := (norm_nonneg _).trans (hB 0 le_rfl)
  calc ‖x t - g t‖ ≤ μ / k * (2 * A + B * t) := adiabatic_error hk hμ hg hx hA hB hx0 hv0 ht
    _ ≤ μ / k * (2 * A + B * T) := by gcongr
    _ = μ * (2 * A + B * T) / k := by ring
    _ ≤ ε := by rw [div_le_iff₀ hk]; linarith
```

In this model of one stiffness and prescribed ground-state motion, that is a sufficient condition on the fictitious mass, not a necessary one. For long runs it can be far too strict: if the ground state oscillates at a single frequency well below ω, the error stays bounded for all times, while BT keeps growing. It concerns the exact solution in continuous time. A lighter orbital also oscillates faster, since ω = √(k/μ), and an explicit integrator such as Verlet is then stable only for shorter time steps.

## Constant acceleration attains the bound

Take a single real coefficient and a ground state of constant acceleration c:

g(t) = c t²/2, g'' = c, g''' = 0.

```lean
/-- A ground state moving with constant acceleration `c`. -/
def accelPath (c t : ℝ) : ℝ := c / 2 * t ^ 2
```

The correctly started orbital is

x(t) = g(t) − (μ/k) c (1 − cos ωt).

```lean
/-- An orbital that oscillates behind the uniformly accelerated ground state, for `k, μ > 0`. -/
def accelOrbital (k μ c t : ℝ) : ℝ :=
  accelPath c t - μ / k * c * (1 - Real.cos (freq k μ * t))
```

Differentiating twice and using (μ/k)ω² = 1,

x'' = c − c cos ωt = c (1 − cos ωt) = −(k/μ)(x − g),

which is Newton's equation. At t = 0 both the deviation and the velocity mismatch vanish. Half a fictitious period later, at t = π/ω, the cosine is −1 and

|x − g| = (μ/k) 2|c|.

This is the general bound with A = |c| and B = 0.

```lean
/-- The bound is attained with `B = 0`: for `k, μ > 0` and a ground state of constant acceleration
`c`, this correctly started orbital has error exactly `(μ/k) 2|c|` at time `π/ω`. -/
theorem adiabatic_error_sharp {k μ : ℝ} (hk : 0 < k) (hμ : 0 < μ) (c : ℝ) :
    GroundStatePath (accelPath c) (fun t => c * t) (fun _ => c) (fun _ => 0) ∧
    FictitiousDynamics k μ (accelPath c) (accelOrbital k μ c)
      (fun t => c * t - μ / k * c * freq k μ * Real.sin (freq k μ * t))
      (fun t => c * (1 - Real.cos (freq k μ * t))) ∧
    accelOrbital k μ c 0 = accelPath c 0 ∧
    c * 0 - μ / k * c * freq k μ * Real.sin (freq k μ * 0) = c * 0 ∧
    |accelOrbital k μ c (Real.pi / freq k μ) - accelPath c (Real.pi / freq k μ)| =
      μ / k * (2 * |c|) := by
  obtain ⟨hω, hmk⟩ := freq_spec hk hμ
  have hone : μ / k * freq k μ ^ 2 = 1 := by rw [hmk]; field_simp
  have hpath : ∀ t, HasDerivAt (accelPath c) (c * t) t := fun t => by
    have hq : HasDerivAt (fun s : ℝ => s ^ 2) (2 * t) t := by simpa using hasDerivAt_pow 2 t
    exact (hq.const_mul (c / 2)).congr_deriv (by ring)
  have hlin : ∀ b t : ℝ, HasDerivAt (fun s : ℝ => b * s) b t := fun b t => by
    simpa using (hasDerivAt_id' t).const_mul b
  refine ⟨⟨fun t _ => (hpath t).hasDerivWithinAt, fun t _ => (hlin c t).hasDerivWithinAt,
    fun t _ => (hasDerivAt_const t c).hasDerivWithinAt⟩, ⟨fun t _ => ?_, fun t _ => ?_,
    fun t _ => ?_⟩, ?_, ?_, ?_⟩
  · exact ((hpath t).sub (((hlin (freq k μ) t).cos.const_sub 1).const_mul
      (μ / k * c))).hasDerivWithinAt.congr_deriv (by ring)
  · exact ((hlin c t).sub ((hlin (freq k μ) t).sin.const_mul
      (μ / k * c * freq k μ))).hasDerivWithinAt.congr_deriv
        (by linear_combination (-(c * Real.cos (freq k μ * t))) * hone)
  · have hkk : k * (μ / k) = μ := by field_simp
    simp only [accelOrbital, smul_eq_mul]
    linear_combination (-(c * (1 - Real.cos (freq k μ * t)))) * hkk
  · simp [accelOrbital]
  · simp
  · -- half a fictitious period after the start the lag is largest
    have hpi : freq k μ * (Real.pi / freq k μ) = Real.pi := by field_simp
    have hval : accelOrbital k μ c (Real.pi / freq k μ) - accelPath c (Real.pi / freq k μ) =
        -(μ / k * (2 * c)) := by
      rw [accelOrbital, hpi, Real.cos_pi]
      ring
    rw [hval, abs_neg, abs_mul, abs_mul, abs_of_pos (div_pos hμ hk), abs_two]

end

end CarParrinelloAdiabaticError
```

The five parts of the statement are the path, the dynamics, the two starting conditions and the value of the error. For c ≠ 0 they show that the factor 2 in front of A can't be lowered. They leave open whether the term Bt has the best coefficient.

```lean
#print axioms CarParrinelloAdiabaticError.velocity_error
-- 'CarParrinelloAdiabaticError.velocity_error' depends on axioms: [propext, Classical.choice, Quot.sound]
#print axioms CarParrinelloAdiabaticError.mass_for_tolerance
-- 'CarParrinelloAdiabaticError.mass_for_tolerance' depends on axioms: [propext, Classical.choice, Quot.sound]
#print axioms CarParrinelloAdiabaticError.adiabatic_error_sharp
-- 'CarParrinelloAdiabaticError.adiabatic_error_sharp' depends on axioms: [propext, Classical.choice, Quot.sound]
```
